# Cauchy's product formula for a determinant of energy denominators

Given N levels x_i and N energies y_j, all complex numbers with no y_j equal to any x_i, the theorem evaluates the determinant of the N × N matrix with entries 1/(y_j − x_i). It equals the product over i < k of (x_i − x_k)(y_k − y_i), divided by the product of all the denominators y_j − x_i. The levels need not be distinct, nor the energies, and no Hamiltonian enters the statement. The proof goes by induction on N: it clears the first column below its top entry by row operations, expands along that column, and takes row and column factors out of the remaining block so that the induction hypothesis applies.

An attempt in Lean 4 with a fault in it:

```lean
import Mathlib

open Matrix

namespace DetEnergyDenominators

variable {ι : Type*} [Fintype ι] [DecidableEq ι] {N : ℕ}

/-- The determinant of the energy denominators `1/(y_j - x_i)` in product form, for levels `x`
and energies `y` with no `y_j` equal to an `x_i`. -/
theorem det_energy_denominators (x y : Fin N → ℂ) (h : ∀ i j, y j ≠ x i) :
    Matrix.det (Matrix.of fun i j => 1 / (y j - x i)) =
      (∏ i, ∏ k ∈ Finset.Ioi i, (x i - x k) * (y k - y i)) / ∏ i, ∏ j, (y j - x i) := by
  induction N with
  | zero => simp
  | succ n ih =>
    have hne : ∀ i j, y j - x i ≠ 0 := fun i j => sub_ne_zero.2 (h i j)
    let B : Matrix (Fin (n + 1)) (Fin (n + 1)) ℂ := Matrix.of fun i j => 1 / (y j - x i)
    let m : Fin (n + 1) → ℂ := fun i => if i = 0 then 0 else -((y 0 - x 0) / (y 0 - x i))
    -- subtract multiples of the first row to clear the first column
    let A : Matrix (Fin (n + 1)) (Fin (n + 1)) ℂ := Matrix.of fun i j => B i j + m i * B 0 j
    have hdet : A.det = B.det :=
      Matrix.det_eq_of_forall_row_eq_smul_add_const m 0 (by simp [m]) (fun _ _ => rfl)
    have h00 : A 0 0 = 1 / (y 0 - x 0) := by simp [A, B, m]
    have hcol : ∀ i : Fin n, A i.succ 0 = 0 := by
      intro i
      have h1 := hne i.succ 0
      have h2 := hne 0 0
      simp only [A, B, m, Matrix.of_apply, Fin.succ_ne_zero, ↓reduceIte]
      field_simp <;> ring
    -- the remaining block has the same form, up to row and column factors
    have hsub : A.submatrix (Fin.succAbove 0) Fin.succ =
        Matrix.of fun i j => ((x 0 - x i.succ) / (y 0 - x i.succ)) *
          (Matrix.of fun i j : Fin n => ((y j.succ - y 0) / (y j.succ - x 0)) *
            (Matrix.of fun i j : Fin n => 1 / (y j.succ - x i.succ)) i j) i j := by
      ext i j
      have h1 := hne i.succ 0
      have h2 := hne 0 0
      have h3 := hne 0 j.succ
      have h4 := hne i.succ j.succ
      simp only [A, B, m, Matrix.submatrix_apply, Matrix.of_apply, Fin.zero_succAbove,
        Fin.succ_ne_zero, ↓reduceIte]
      field_simp <;> ring
    have hz : ∑ i : Fin n, (-1 : ℂ) ^ (i.succ : ℕ) * A i.succ 0 *
        (A.submatrix i.succ.succAbove Fin.succ).det = 0 :=
      Finset.sum_eq_zero fun i _ => by rw [hcol]; ring
    change B.det = _
    rw [← hdet, Matrix.det_succ_column_zero, Fin.sum_univ_succ, hz, h00, hsub,
      Matrix.det_mul_column, Matrix.det_mul_row,
      ih (fun i => x i.succ) (fun j => y j.succ) (fun i j => h i.succ j.succ)]
    simp only [Fin.prod_univ_succ, Fin.prod_Ioi_zero, Fin.prod_Ioi_succ,
      Finset.prod_mul_distrib, Finset.prod_div_distrib, Fin.val_zero, pow_zero]
    ring

end DetEnergyDenominators
```

The compiler's answer:

```
Try this:
  [apply] ring_nf
  
  The `ring` tactic failed to close the goal. Use `ring_nf` to obtain a normal form.
    
  Note that `ring` works primarily in *commutative* rings. If you have a noncommutative ring, abelian group or module, consider using `noncomm_ring`, `abel` or `module` instead.
Main.lean:16:14: error: unsolved goals
case succ
N n : ℕ
ih :
  ∀ (x y : Fin n → ℂ),
    (∀ (i j : Fin n), y j ≠ x i) →
      (of fun i j => 1 / (y j - x i)).det = (∏ i, ∏ k > i, (x i - x k) * (y k - y i)) / ∏ i, ∏ j, (y j - x i)
x y : Fin (n + 1) → ℂ
h : ∀ (i j : Fin (n + 1)), y j ≠ x i
hne : ∀ (i j : Fin (n + 1)), y j - x i ≠ 0
B : Matrix (Fin (n + 1)) (Fin (n + 1)) ℂ := of fun i j => 1 / (y j - x i)
m : Fin (n + 1) → ℂ := fun i => if i = 0 then 0 else -((y 0 - x 0) / (y 0 - x i))
A : Matrix (Fin (n + 1)) (Fin (n + 1)) ℂ := of fun i j => B i j + m i * B 0 j
hdet : A.det = B.det
h00 : A 0 0 = 1 / (y 0 - x 0)
hcol : ∀ (i : Fin n), A i.succ 0 = 0
hsub :
  A.submatrix (Fin.succAbove 0) Fin.succ =
    of fun i j =>
      (x 0 - x i.succ) / (y 0 - x i.succ) *
        of (fun i j => (y j.succ - y 0) / (y j.succ - x 0) * of (fun i j => 1 / (y j.succ - x i.succ)) i j) i j
hz : ∑ i, (-1) ^ ↑i.succ * A i.succ 0 * (A.submatrix i.succ.succAbove Fin.succ).det = 0
⊢ (((((y 0 - x 0)⁻¹ * ∏ x_1, (x 0 - x x_1.succ)) * (∏ x_1, (y 0 - x x_1.succ))⁻¹ * ∏ x, (-y 0 + y x.succ)) *
            (∏ x_1, (-x 0 + y x_1.succ))⁻¹ *
          ∏ x_1, ∏ x_2 > x_1, (x x_1.succ - x x_2.succ)) *
        ∏ x, ∏ x_1 > x, (y x_1.succ - y x.succ)) *
      (∏ x_1, ∏ x_2, (y x_2.succ - x x_1.succ))⁻¹ =
    ((((∏ x_1, (x 0 - x x_1.succ)) * ∏ x, (-y 0 + y x.succ)) * ∏ x_1, ∏ x_2 > x_1, (x x_1.succ - x x_2.succ)) *
        ∏ x, ∏ x_1 > x, (y x_1.succ - y x.succ)) *
      (((y 0 * ∏ x_1, (y 0 - x x_1.succ)) * ∏ x_1, (-x 0 + y x_1.succ)) * ∏ x_1, ∏ x_2, (y x_2.succ - x x_1.succ) -
          ((x 0 * ∏ x_1, (y 0 - x x_1.succ)) * ∏ x_1, (-x 0 + y x_1.succ)) * ∏ x_1, ∏ x_2, (y x_2.succ - x x_1.succ))⁻¹
```

Cause. Both messages concern the last `ring`. The first says that it did not close the goal and suggests `ring_nf`; the second shows the normalised equation left open in the `succ` case.

The two sides of that equation are equal, but their inverses have different forms. On the left, `(y 0 - x 0)⁻¹` stands as a separate factor. On the right, `y 0 - x 0` was multiplied into the other products of the denominator before the inverse was taken, which left the inverse of a difference of two long terms. `ring` can invert a single product factor by factor, but it treats the inverse of a sum as an opaque unit, so the two sides never matched.

`generalize y 0 - x 0 = d` replaces the difference by one variable on both sides. The denominator is then a single product, its inverse splits into factors, and `ring` closes the goal.

Replacing `field_simp <;> ring` by two separate lines is tidying, as are the comment changes.

The mended proof, as a diff:

```diff
@@ -18,5 +18,5 @@
     let B : Matrix (Fin (n + 1)) (Fin (n + 1)) ℂ := Matrix.of fun i j => 1 / (y j - x i)
     let m : Fin (n + 1) → ℂ := fun i => if i = 0 then 0 else -((y 0 - x 0) / (y 0 - x i))
-    -- subtract multiples of the first row to clear the first column
+    -- subtract multiples of the first row to clear the first column below its top entry
     let A : Matrix (Fin (n + 1)) (Fin (n + 1)) ℂ := Matrix.of fun i j => B i j + m i * B 0 j
     have hdet : A.det = B.det :=
@@ -28,5 +28,6 @@
       have h2 := hne 0 0
       simp only [A, B, m, Matrix.of_apply, Fin.succ_ne_zero, ↓reduceIte]
-      field_simp <;> ring
+      field_simp
+      ring
     -- the remaining block has the same form, up to row and column factors
     have hsub : A.submatrix (Fin.succAbove 0) Fin.succ =
@@ -41,5 +42,6 @@
       simp only [A, B, m, Matrix.submatrix_apply, Matrix.of_apply, Fin.zero_succAbove,
         Fin.succ_ne_zero, ↓reduceIte]
-      field_simp <;> ring
+      field_simp
+      ring
     have hz : ∑ i : Fin n, (-1 : ℂ) ^ (i.succ : ℕ) * A i.succ 0 *
         (A.submatrix i.succ.succAbove Fin.succ).det = 0 :=
@@ -51,4 +53,6 @@
     simp only [Fin.prod_univ_succ, Fin.prod_Ioi_zero, Fin.prod_Ioi_succ,
       Finset.prod_mul_distrib, Finset.prod_div_distrib, Fin.val_zero, pow_zero]
+    -- keep the first denominator as one factor
+    generalize y 0 - x 0 = d
     ring
 
```
